# At large separation, the plasma model's zero-frequency Lifshitz attraction tends to twice the Drude value

In a finite-temperature Lifshitz calculation for two nonmagnetic metal plates separated by vacuum, the zero-frequency Matsubara term is entered separately, because the metal's permittivity diverges there. For equal thick plates with local response, it contributes to the free energy per area

$$F_0=\frac{k_BT}{4\pi}\,(I_{TM}+I_{TE}),\qquad I=\int_0^\infty k\,\ln\!\left(1-r(k)^2e^{-2kd}\right)dk .$$

Here $d$ is the separation, $k$ the wavenumber along the plates and $r$ the static reflection coefficient of the polarisation. Once $d$ is much larger than the thermal wavelength, $F_0$ dominates the sum. If $d$ is also much larger than the penetration depth, one enters $-k_BT\,\zeta(3)/(8\pi d^2)$ for the plasma model. For the Drude model one enters half of that, because the static TE term is absent.

## The integral and the plasma coefficient

```lean
import Mathlib

open MeasureTheory Filter Topology Set

namespace LifshitzStaticTE

noncomputable section

/-- The zero-frequency Lifshitz integral of one polarisation, for two equal plates at distance `d`
with reflection coefficient `r k` at wavenumber `k`. -/
def zeroFreq (r : ℝ → ℝ) (d : ℝ) : ℝ :=
  ∫ k in Ioi (0 : ℝ), k * Real.log (1 - r k ^ 2 * Real.exp (-(2 * d * k)))
```

`zeroFreq r d` is the integral $I$. The reflection coefficient is an arbitrary real function `r`, and `Ioi (0 : ℝ)` is the interval $(0,\infty)$. The prefactor $k_BT/4\pi$ is left out.

```lean
/-- The static TE reflection coefficient of the plasma model with inverse penetration depth `p`,
for `p > 0` and `k ≥ 0`. -/
def rTE (p k : ℝ) : ℝ :=
  (k - Real.sqrt (k ^ 2 + p ^ 2)) / (k + Real.sqrt (k ^ 2 + p ^ 2))
```

This is $r(k)=(k-\sqrt{k^2+p^2})/(k+\sqrt{k^2+p^2})$ with $p=\omega_p/c$, where $\omega_p$ is the plasma frequency. At imaginary frequency $i\xi$ the Fresnel coefficient contains $(\varepsilon-1)\xi^2/c^2$. In the plasma model this equals $p^2$ even as $\xi\to0$. With Drude relaxation it tends to zero, and so does the TE coefficient.

```lean
/-- The weight at wavenumber `k` of `n + 1` round trips between the plates. -/
def roundTrip (r : ℝ → ℝ) (d : ℝ) (n : ℕ) (k : ℝ) : ℝ :=
  (r k ^ 2) ^ (n + 1) / ((n : ℝ) + 1) * (k * Real.exp (-(2 * ((n : ℝ) + 1) * d * k)))
```

For $n=0,1,2,\dots$ this defines the weight of $n+1$ round trips between the plates:

$$T_n(k)=\frac{r(k)^{2(n+1)}}{n+1}\,k\,e^{-2(n+1)dk}.$$

## Two standard values

```lean
/-- The inverse cubes of the positive integers sum to `ζ(3)`. -/
theorem hasSum_zeta_three :
    HasSum (fun n : ℕ => 1 / ((n : ℝ) + 1) ^ 3) (riemannZeta 3).re := by
  have hs : Summable (fun n : ℕ => 1 / (n : ℝ) ^ 3) :=
    Real.summable_one_div_nat_pow.2 (by norm_num)
  have hz : riemannZeta 3 = ((∑' n : ℕ, 1 / (n : ℝ) ^ 3 : ℝ) : ℂ) := by
    have h := zeta_nat_eq_tsum_of_gt_one (k := 3) (by norm_num)
    push_cast at h ⊢
    exact h
  rw [hz, Complex.ofReal_re]
  have h1 := (hasSum_nat_add_iff' 1).2 hs.hasSum
  simpa using h1
```

`HasSum f s` says that the series with terms `f` converges to `s`. Here $\sum_{n\ge0}1/(n+1)^3=\zeta(3)$. Mathlib's zeta function is complex-valued, hence the real part `.re`. The proof takes Mathlib's series for $\zeta(3)$ and shifts its index by one.

```lean
/-- For `a > 0` the function `k exp(-a k)` is integrable over `k > 0`, with integral `1 / a ^ 2`. -/
theorem exp_moment {a : ℝ} (ha : 0 < a) :
    IntegrableOn (fun k : ℝ => k * Real.exp (-(a * k))) (Ioi 0) ∧
      ∫ k in Ioi (0 : ℝ), k * Real.exp (-(a * k)) = 1 / a ^ 2 := by
  have h := Real.integral_rpow_mul_exp_neg_mul_Ioi (a := 2) (r := a) two_pos ha
  rw [show (2 : ℝ) - 1 = 1 by norm_num, Real.Gamma_two, mul_one, Real.rpow_two, one_div_pow] at h
  simp only [Real.rpow_one] at h
  refine ⟨?_, h⟩
  by_contra hn
  have hne : 1 / a ^ 2 ≠ 0 := by positivity
  exact hne (h.symm.trans (integral_undef hn))
```

Integration by parts gives, for $a>0$,

$$\int_0^\infty k\,e^{-ak}dk=\frac1a\int_0^\infty e^{-ak}dk=\frac1{a^2}.$$

Lean obtains the value from the Gamma function. Since Lean assigns the value zero to an integral that does not converge, the nonzero answer also proves integrability.

## Expansion in round trips

```lean
/-- If `|r k| ≤ 1` at `k > 0`, the weight of `n + 1` round trips is at most that of perfect
mirrors. -/
theorem norm_roundTrip_le {r : ℝ → ℝ} {k : ℝ} (d : ℝ) (n : ℕ) (hk : 0 < k) (hs : |r k| ≤ 1) :
    ‖roundTrip r d n k‖ ≤
      1 / ((n : ℝ) + 1) * (k * Real.exp (-(2 * ((n : ℝ) + 1) * d * k))) := by
  have h1 : (r k ^ 2) ^ (n + 1) ≤ 1 :=
    pow_le_one₀ (sq_nonneg _) ((sq_le_one_iff_abs_le_one _).2 hs)
  rw [roundTrip, Real.norm_of_nonneg (by positivity)]
  gcongr
```

If $|r(k)|\le1$, then $r(k)^{2(n+1)}\le1$, so $|T_n(k)|\le k\,e^{-2(n+1)dk}/(n+1)$. The bars `‖ ‖` denote the absolute value here, and `gcongr` compares the two products factor by factor.

```lean
/-- For `d > 0` and measurable `r` with `|r| ≤ 1`, the weight of `n + 1` round trips is integrable,
and its absolute integral is at most `1 / (4 d ^ 2 (n + 1) ^ 3)`. -/
theorem roundTrip_integral_le {r : ℝ → ℝ} {d : ℝ} (hd : 0 < d) (hr : Measurable r)
    (hb : ∀ k, 0 < k → |r k| ≤ 1) (n : ℕ) :
    IntegrableOn (roundTrip r d n) (Ioi 0) ∧
      ∫ k in Ioi (0 : ℝ), ‖roundTrip r d n k‖ ≤ 1 / (4 * d ^ 2) * (1 / ((n : ℝ) + 1) ^ 3) := by
  obtain ⟨hi, hv⟩ := exp_moment (show 0 < 2 * ((n : ℝ) + 1) * d by positivity)
  have hg : Integrable (fun k : ℝ => 1 / ((n : ℝ) + 1) *
      (k * Real.exp (-(2 * ((n : ℝ) + 1) * d * k)))) (volume.restrict (Ioi 0)) :=
    Integrable.const_mul hi _
  have hbd := (ae_restrict_iff' (μ := volume) measurableSet_Ioi).2
    (ae_of_all _ fun k hk => norm_roundTrip_le d n hk (hb k hk))
  have hm : Measurable (roundTrip r d n) := by
    unfold roundTrip
    fun_prop
  have hF := Integrable.mono' hg hm.aestronglyMeasurable hbd
  refine ⟨hF, (integral_mono_ae hF.norm hg hbd).trans_eq ?_⟩
  rw [integral_const_mul, hv]
  generalize (n : ℝ) + 1 = m
  ring
```

Integrating that bound with $a=2(n+1)d$ gives

$$\int_0^\infty|T_n|\,dk\le\frac1{n+1}\cdot\frac1{4(n+1)^2d^2}=\frac1{4d^2(n+1)^3}.$$

The hypothesis `hb` says that no wave is reflected with increased amplitude. `Measurable r` is a mild regularity condition, met by any piecewise continuous coefficient. `Integrable.mono'` is the comparison test.

```lean
/-- Round-trip expansion: for `d > 0` and measurable `r` with `|r| ≤ 1`, the zero-frequency Lifshitz
integral is minus the sum of the contributions of all numbers of round trips. -/
theorem hasSum_roundTrip {r : ℝ → ℝ} {d : ℝ} (hd : 0 < d) (hr : Measurable r)
    (hb : ∀ k, 0 < k → |r k| ≤ 1) :
    HasSum (fun n => ∫ k in Ioi (0 : ℝ), roundTrip r d n k) (-zeroFreq r d) := by
  have h := hasSum_integral_of_summable_integral_norm (μ := volume.restrict (Ioi (0 : ℝ)))
    (F := roundTrip r d) (fun n => (roundTrip_integral_le hd hr hb n).1)
    (Summable.of_nonneg_of_le (fun n => integral_nonneg fun k => norm_nonneg _)
      (fun n => (roundTrip_integral_le hd hr hb n).2) (hasSum_zeta_three.summable.mul_left _))
  have e : ∫ k in Ioi (0 : ℝ), ∑' n, roundTrip r d n k = -zeroFreq r d := by
    rw [zeroFreq, ← integral_neg]
    refine setIntegral_congr_fun measurableSet_Ioi fun k hk => ?_
    have hk' : 0 < k := hk
    have hE := Real.exp_lt_one_iff.2 (neg_lt_zero.2 (show 0 < 2 * d * k by positivity))
    have hy : |r k ^ 2 * Real.exp (-(2 * d * k))| < 1 := by
      rw [abs_of_nonneg (by positivity)]
      exact (mul_le_of_le_one_left (Real.exp_pos _).le
        ((sq_le_one_iff_abs_le_one _).2 (hb k hk'))).trans_lt hE
    -- Taylor series of the logarithm
    have hs := (Real.hasSum_pow_div_log_of_abs_lt_one hy).mul_left k
    show ∑' n, roundTrip r d n k = -(k * Real.log (1 - r k ^ 2 * Real.exp (-(2 * d * k))))
    rw [← mul_neg, ← hs.tsum_eq]
    refine tsum_congr fun n => ?_
    rw [roundTrip, mul_pow, ← Real.exp_nat_mul,
      show ((n + 1 : ℕ) : ℝ) * (-(2 * d * k)) = -(2 * ((n : ℝ) + 1) * d * k) by push_cast; ring]
    ring
  rw [← e]
  exact h
```

Set $y=r(k)^2e^{-2kd}$. For $k,d>0$ we have $0\le y<1$, so $-\ln(1-y)=\sum_{n\ge0}y^{n+1}/(n+1)$. Multiplying by $k$ gives

$$-k\ln(1-y)=\sum_{n\ge0}T_n(k).$$

The absolute integrals add up to at most $\zeta(3)/(4d^2)$, so sum and integral may be exchanged:

$$-I=\sum_{n\ge0}\int_0^\infty T_n(k)\,dk.$$

In the code, `h` is the exchange and `e` identifies the summed integrand with the logarithm.

## The limit of large separation

```lean
/-- For `d > 0`, `d ^ 2` times the zero-frequency Lifshitz integral at distance `d` equals the
integral at unit distance with reflection coefficient `r (x / d)`. -/
theorem sq_mul_zeroFreq (r : ℝ → ℝ) {d : ℝ} (hd : 0 < d) :
    d ^ 2 * zeroFreq r d = zeroFreq (fun x => r (x / d)) 1 := by
  have h := integral_comp_mul_left_Ioi
    (fun k => k * Real.log (1 - r k ^ 2 * Real.exp (-(2 * d * k)))) 0 (inv_pos.2 hd)
  simp only [mul_zero, inv_inv, smul_eq_mul] at h
  unfold zeroFreq
  rw [pow_two, mul_assoc, ← h, ← integral_const_mul]
  refine setIntegral_congr_fun measurableSet_Ioi fun x _ => ?_
  have e1 : d⁻¹ * x = x / d := by ring
  have e2 : 2 * d * (x / d) = 2 * 1 * x := by field_simp
  have e3 : d * (x / d) = x := by field_simp
  beta_reduce
  rw [e1, e2, ← mul_assoc, e3]
```

Substituting $k=x/d$ gives

$$d^2I=d^2\int_0^\infty\frac xd\ln\!\left(1-r(x/d)^2e^{-2x}\right)\frac{dx}d=\int_0^\infty x\ln\!\left(1-r(x/d)^2e^{-2x}\right)dx .$$

This is the integral at unit distance with coefficient $r(x/d)$, written `fun x => r (x / d)`.

```lean
/-- If `r` is measurable, `|r| ≤ 1` and `r k` tends to `r₀` as `k → 0` from above, then `d ^ 2`
times the zero-frequency Lifshitz integral tends to `-(1/4) ∑ r₀ ^ (2 m) / m ^ 3`, summed over
`m ≥ 1`, as `d → ∞`. -/
theorem tendsto_zeroFreq {r : ℝ → ℝ} {r₀ : ℝ} (hr : Measurable r)
    (hb : ∀ k, 0 < k → |r k| ≤ 1) (h0 : Tendsto r (𝓝[>] 0) (𝓝 r₀)) :
    Tendsto (fun d => d ^ 2 * zeroFreq r d) atTop
      (𝓝 (-((∑' n : ℕ, (r₀ ^ 2) ^ (n + 1) / ((n : ℝ) + 1) ^ 3) / 4))) := by
  have hm (d : ℝ) : Measurable (fun x => r (x / d)) := hr.comp (measurable_id.div_const d)
  have hbd {d : ℝ} (hd : 0 < d) : ∀ x, 0 < x → |r (x / d)| ≤ 1 :=
    fun x hx => hb _ (div_pos hx hd)
  have hT : Tendsto (fun d => ∑' n, ∫ k in Ioi (0 : ℝ), roundTrip (fun x => r (x / d)) 1 n k)
      atTop (𝓝 (∑' n : ℕ, (r₀ ^ 2) ^ (n + 1) / ((n : ℝ) + 1) ^ 3 / 4)) := by
    refine tendsto_tsum_of_dominated_convergence
      (hasSum_zeta_three.summable.mul_left (1 / (4 * (1 : ℝ) ^ 2))) (fun n => ?_) ?_
    · obtain ⟨hi, hv⟩ := exp_moment (show 0 < 2 * ((n : ℝ) + 1) * 1 by positivity)
      have hlim : ∫ k in Ioi (0 : ℝ), roundTrip (fun _ => r₀) 1 n k =
          (r₀ ^ 2) ^ (n + 1) / ((n : ℝ) + 1) ^ 3 / 4 := by
        simp only [roundTrip]
        rw [integral_const_mul, hv]
        generalize (n : ℝ) + 1 = m
        ring
      rw [← hlim]
      -- dominated convergence for a fixed number of round trips
      refine tendsto_integral_filter_of_dominated_convergence
        (fun k => 1 / ((n : ℝ) + 1) * (k * Real.exp (-(2 * ((n : ℝ) + 1) * 1 * k))))
        ?_ ?_ (Integrable.const_mul hi _) ?_
      · filter_upwards [eventually_gt_atTop (0 : ℝ)] with d hd
        exact (roundTrip_integral_le one_pos (hm d) (hbd hd) n).1.aestronglyMeasurable
      · filter_upwards [eventually_gt_atTop (0 : ℝ)] with d hd
        exact (ae_restrict_iff' measurableSet_Ioi).2
          (ae_of_all _ fun k hk => norm_roundTrip_le 1 n hk (hbd hd k hk))
      · refine (ae_restrict_iff' measurableSet_Ioi).2 (ae_of_all _ fun k hk => ?_)
        have hx : Tendsto (fun d : ℝ => k / d) atTop (𝓝[>] 0) :=
          tendsto_nhdsWithin_iff.2 ⟨tendsto_const_nhds.div_atTop tendsto_id,
            (eventually_gt_atTop 0).mono fun d hd => div_pos hk hd⟩
        simp only [roundTrip]
        exact ((((h0.comp hx).pow 2).pow (n + 1)).div_const _).mul_const _
    · filter_upwards [eventually_gt_atTop (0 : ℝ)] with d hd n
      exact (norm_integral_le_integral_norm _).trans
        (roundTrip_integral_le one_pos (hm d) (hbd hd) n).2
  rw [← tsum_div_const]
  refine hT.neg.congr' ?_
  filter_upwards [eventually_gt_atTop (0 : ℝ)] with d hd
  rw [(hasSum_roundTrip one_pos (hm d) (hbd hd)).tsum_eq, neg_neg, sq_mul_zeroFreq r hd]
```

`Tendsto … atTop (𝓝 L)` means convergence to $L$ as $d\to\infty$, and `𝓝[>] 0` means that $k$ approaches zero from above. If $r$ is measurable, $|r|\le1$ and $r(k)\to r_0$ as $k\to0^+$, the theorem states

$$d^2I\;\to\;-\frac14\sum_{n\ge0}\frac{r_0^{2(n+1)}}{(n+1)^3}.$$

Only the long-wavelength reflectivity survives. The argument takes two limits.

1. Fix $n$. As $d\to\infty$, $x/d\to0^+$ and $r(x/d)\to r_0$. The integrand stays below $x\,e^{-2(n+1)x}/(n+1)$, which is integrable and independent of $d$. By dominated convergence the integral tends to
$$\frac{r_0^{2(n+1)}}{n+1}\cdot\frac1{4(n+1)^2}=\frac{r_0^{2(n+1)}}{4(n+1)^3}.$$
2. For every $d>0$ the $n$-th integral is at most $1/(4(n+1)^3)$, which is summable. The limit may therefore be taken term by term in the series.

The second step is `tendsto_tsum_of_dominated_convergence`, which comes first in the code and asks for the first step as a subgoal. The last lines use the round-trip expansion and the rescaling to return to $d^2I$.

## Plasma against Drude

```lean
/-- For `p > 0`, `d ^ 2` times the static TE Lifshitz integral of the plasma model tends to
`-ζ(3) / 4` as `d → ∞`. -/
theorem tendsto_plasma_TE {p : ℝ} (hp : 0 < p) :
    Tendsto (fun d => d ^ 2 * zeroFreq (rTE p) d) atTop (𝓝 (-((riemannZeta 3).re / 4))) := by
  have hn : Continuous fun k : ℝ => k - Real.sqrt (k ^ 2 + p ^ 2) := by fun_prop
  have hq : Continuous fun k : ℝ => k + Real.sqrt (k ^ 2 + p ^ 2) := by fun_prop
  have hs : Real.sqrt ((0 : ℝ) ^ 2 + p ^ 2) = p := by
    rw [zero_pow two_ne_zero, zero_add, Real.sqrt_sq hp.le]
  have hb : ∀ k, 0 < k → |rTE p k| ≤ 1 := by
    intro k hk
    have h := Real.sqrt_nonneg (k ^ 2 + p ^ 2)
    have hpos : 0 < k + Real.sqrt (k ^ 2 + p ^ 2) := by linarith
    rw [rTE, abs_div, abs_of_pos hpos, div_le_one hpos]
    exact abs_le.2 ⟨by linarith, by linarith⟩
  -- at long wavelength the plasma reflects perfectly, with a sign change
  have hv : rTE p 0 = -1 := by
    rw [rTE, hs, zero_sub, zero_add, neg_div, div_self hp.ne']
  have hc : ContinuousAt (rTE p) 0 :=
    hn.continuousAt.div hq.continuousAt (by rw [hs, zero_add]; exact hp.ne')
  have h0 : Tendsto (rTE p) (𝓝[>] 0) (𝓝 (-1)) := by
    rw [← hv]
    exact hc.tendsto.mono_left nhdsWithin_le_nhds
  have h := tendsto_zeroFreq (hn.measurable.div hq.measurable : Measurable (rTE p)) hb h0
  simp only [neg_one_sq, one_pow] at h
  rwa [hasSum_zeta_three.tsum_eq] at h
```

For the plasma coefficient, write $s=\sqrt{k^2+p^2}$. Since $k,s\ge0$, $|k-s|\le k+s$, so $|r|\le1$. At $k=0$, $s=p$ and $r=-p/p=-1$. By continuity $r_0=-1$, so $r_0^2=1$, the series is $\zeta(3)$, and

$$d^2I_{TE}\to-\frac{\zeta(3)}4 .$$

In the code these facts are `hb`, `hv` and `h0`. The value $p=0$ has to be excluded: $r$ then vanishes for all $k>0$, and the limit is zero.

```lean
/-- With static TM coefficient `1` in both models and static TE coefficient `0` for Drude metals,
the ratio of the plasma to the Drude zero-frequency interaction tends to `2` as `d → ∞`, if
`p > 0`. -/
theorem plasma_div_drude {p : ℝ} (hp : 0 < p) :
    Tendsto (fun d => (zeroFreq (fun _ => 1) d + zeroFreq (rTE p) d) /
      (zeroFreq (fun _ => 1) d + zeroFreq (fun _ => 0) d)) atTop (𝓝 2) := by
  have hM := tendsto_zeroFreq (r := fun _ => 1) measurable_const (fun k _ => by simp)
    tendsto_const_nhds
  simp only [one_pow] at hM
  rw [hasSum_zeta_three.tsum_eq] at hM
  have hz : 0 < (riemannZeta 3).re := by
    rw [← hasSum_zeta_three.tsum_eq]
    exact hasSum_zeta_three.summable.tsum_pos (fun n => by positivity) 0 (by norm_num)
  have hne : -((riemannZeta 3).re / 4) ≠ 0 :=
    (by linarith : -((riemannZeta 3).re / 4) < 0).ne
  have h := (hM.add (tendsto_plasma_TE hp)).div hM hne
  rw [← two_mul, mul_div_assoc, div_self hne, mul_one] at h
  refine h.congr' ?_
  filter_upwards [eventually_gt_atTop (0 : ℝ)] with d hd
  have hD : zeroFreq (fun _ => 0) d = 0 := by simp [zeroFreq]
  have hd2 : d ^ 2 ≠ 0 := by positivity
  simp only [Pi.div_apply]
  rw [hD, add_zero, ← mul_add, mul_div_mul_left _ _ hd2]

end

end LifshitzStaticTE
```

`fun _ => 1` is the static TM coefficient of both models. For fixed $k>0$ it is the limit of $(\varepsilon k-q)/(\varepsilon k+q)$ as $\varepsilon\to\infty$, where $q$ tends to $k$ in the Drude model and to $\sqrt{k^2+p^2}$ in the plasma model. `fun _ => 0` is the static TE coefficient of the Drude model. Both enter as given constants and are not derived from a permittivity.

The general theorem with $r_0=1$ gives $d^2I_{TM}\to-\zeta(3)/4$, and the Drude TE integral is $\int k\ln1\,dk=0$. Multiplying numerator and denominator by $d^2$,

$$\frac{I_{TM}+I_{TE}}{I_{TM}+0}\to\frac{-\zeta(3)/4-\zeta(3)/4}{-\zeta(3)/4}=2 .$$

The division is allowed because $\zeta(3)>0$, which is `hz`.

The theorem compares two models of the static term. It says nothing about the positive Matsubara frequencies, and it does not decide which model describes a real metal.

```lean
#print axioms LifshitzStaticTE.plasma_div_drude
```

```
'LifshitzStaticTE.plasma_div_drude' depends on axioms: [propext, Classical.choice, Quot.sound]
```

## The ratio at a hundred penetration depths

Take $pd=100$. With $u=\operatorname{arsinh}(k/p)$ we have $s+k=p\,e^{u}$ and $s-k=p\,e^{-u}$, so $r^2=e^{-4u}$. Since $0\le u\le k/p$,

$$e^{-2k(d+2/p)}\le r^2e^{-2kd}\le e^{-2kd}.$$

For perfect reflection the integral is exactly $-\zeta(3)/(4d^2)$ at every $d$. Hence

$$\frac{\zeta(3)}{4(d+2/p)^2}\le-I_{TE}\le\frac{\zeta(3)}{4d^2}.$$

With $\zeta(3)/4\approx0.3005$ and $(100/102)^2\approx0.961$, $-d^2I_{TE}$ lies between about $0.289$ and $0.301$. The plasma-to-Drude ratio of the static terms is therefore between $1.96$ and $2$. This finite-distance estimate is an addition in ordinary mathematics; the Lean theorems give the limit without a rate.
